# Among covariant gauges, the cut-off soft-photon exponent of a straight Euclidean worldline vanishes exactly at the Fried–Yennie value ξ = 3

## Propagator, worldline and exponent

The soft-photon exponent of a charge adds up the photon exchanges between pairs of points on the charge's own worldline. For a worldline with two ends it depends on the gauge, and the question here is for which covariant gauge it vanishes when such a worldline is straight and pairs of nearby points are cut out.

Let x be a separation in Euclidean R⁴, with x² = Σ x_k² and x⁴ = (x²)². The photon propagator is

D_ij(x) = δ_ij/x² − ((1−ξ)/4) ∂_i∂_j ln x²,

where i and j run over the four axes and the constant factor 1/(4π²) is left out. The real gauge parameter ξ is normalised so that ξ = 1 is Feynman gauge and ξ = 0 is Landau gauge.

The worldline is s ↦ s p with direction p, where the parameter s runs from 0 to T. Its exponent, without the charge prefactor, is

E = ∫_ε^T ds ∫_0^{s−ε} dt Σ p_i D_ij(sp − tp) p_j.

Each pair is counted once, with t the earlier point. The cutoff ε is measured in the parameter, so the shortest distance kept is ε|p|.

In Lean a point is a function `Fin 4 → ℝ`, `euclidSq` is x², and `photonD` and `softExponent` are D and E. The function `delta i` doubles as the unit vector along axis i. The propagator is defined through `partialD`, an actual derivative along an axis, so its explicit form has to be derived.

```lean
import Mathlib

open Filter Topology

namespace FriedYennieWorldline

noncomputable section

/-- The Kronecker delta; `delta i` is also the unit vector along axis `i`. -/
def delta (i j : Fin 4) : ℝ := if i = j then 1 else 0

/-- The squared Euclidean length of a point of four-dimensional space. -/
def euclidSq (x : Fin 4 → ℝ) : ℝ := ∑ k, x k ^ 2

/-- The partial derivative of `f` along axis `i` at the point `x`. -/
def partialD (i : Fin 4) (f : (Fin 4 → ℝ) → ℝ) (x : Fin 4 → ℝ) : ℝ :=
  deriv (fun t : ℝ => f (x + t • delta i)) 0

/-- The Euclidean photon propagator in the covariant gauge `ξ`, without its constant
prefactor, at a separation `x ≠ 0`. -/
def photonD (ξ : ℝ) (x : Fin 4 → ℝ) (i j : Fin 4) : ℝ :=
  delta i j / euclidSq x
    - (1 - ξ) / 4 * partialD i (partialD j (fun y => Real.log (euclidSq y))) x

/-- The soft-photon exponent, without its charge prefactor, of the straight worldline
`s ↦ s p` up to parameter `T`, for `p ≠ 0` and `0 < ε ≤ T`: pairs of points closer than `ε` in
parameter are cut out. -/
def softExponent (ξ : ℝ) (p : Fin 4 → ℝ) (ε T : ℝ) : ℝ :=
  ∫ s in ε..T, ∫ t in (0 : ℝ)..(s - ε),
    ∑ i, ∑ j, p i * photonD ξ (s • p - t • p) i j * p j
```

## Separated points: x ≠ 0

Physically, x ≠ 0 says that the photon is emitted and absorbed at different points. By hand it permits every division by x². In Lean it enters through `euclidSq_pos`: some coordinate is nonzero, so the sum of squares is positive.

```lean
/-- A nonzero point has positive squared length. -/
theorem euclidSq_pos {x : Fin 4 → ℝ} (hx : x ≠ 0) : 0 < euclidSq x := by
  obtain ⟨k, hk⟩ := Function.ne_iff.mp hx
  have hk' : x k ≠ 0 := hk
  exact Finset.sum_pos' (fun _ _ => sq_nonneg _) ⟨k, Finset.mem_univ k, by positivity⟩
```

A step t along axis i, with unit vector e_i, gives

(x + t e_i)² = x² + 2x_i t + t²,

so ∂_i x² = 2x_i. Lean checks this expansion axis by axis with `fin_cases`. The chain rule then gives

∂_j ln x² = 2x_j/x².

```lean
/-- The squared length changes along axis `i` at the rate `2 x_i`. -/
theorem hasDerivAt_euclidSq (x : Fin 4 → ℝ) (i : Fin 4) :
    HasDerivAt (fun t : ℝ => euclidSq (x + t • delta i)) (2 * x i) 0 := by
  have e : (fun t : ℝ => euclidSq (x + t • delta i))
      = fun t => euclidSq x + 2 * x i * t + t ^ 2 := by
    funext t
    fin_cases i <;> simp [euclidSq, delta, Fin.sum_univ_four] <;> ring
  rw [e]
  have h := (((hasDerivAt_id' (0 : ℝ)).const_mul (2 * x i)).const_add (euclidSq x)).fun_add
    ((hasDerivAt_id' (0 : ℝ)).fun_pow 2)
  exact h.congr_deriv (by simp)

/-- Away from the origin, the gradient of `ln x²` is `2 x_j / x²`. -/
theorem partialD_log {x : Fin 4 → ℝ} (hx : x ≠ 0) (j : Fin 4) :
    partialD j (fun y => Real.log (euclidSq y)) x = 2 * x j / euclidSq x := by
  have hne : euclidSq (x + (0 : ℝ) • delta j) ≠ 0 := by
    rw [zero_smul, add_zero]
    exact (euclidSq_pos hx).ne'
  have h := ((hasDerivAt_euclidSq x j).log hne).deriv
  rw [zero_smul, add_zero] at h
  exact h
```

The quotient rule gives the second derivative:

∂_i∂_j ln x² = 2δ_ij/x² − 4x_i x_j/x⁴.

This step needs the gradient formula near x as well as at x, because a derivative compares neighbouring points. The Lean device for this is eventual equality, written `=ᶠ[𝓝 0]`: two functions of t agree for all t close enough to 0. The line x + t e_i may pass through the origin at some distant t, where `partialD_log` does not apply. Since x² is continuous along the line and nonzero at t = 0, it stays nonzero for small t, which `eventually_ne` records. `ev.deriv_eq` then replaces the gradient by its formula inside the outer derivative.

```lean
/-- Away from the origin, the second derivatives of `ln x²` are
`2 δ_ij / x² - 4 x_i x_j / x⁴`. -/
theorem partialD_partialD_log {x : Fin 4 → ℝ} (hx : x ≠ 0) (i j : Fin 4) :
    partialD i (partialD j (fun y => Real.log (euclidSq y))) x
      = 2 * delta i j / euclidSq x - 4 * (x i * x j) / euclidSq x ^ 2 := by
  have hs := (euclidSq_pos hx).ne'
  have hne : euclidSq (x + (0 : ℝ) • delta i) ≠ 0 := by
    rw [zero_smul, add_zero]
    exact hs
  -- the gradient formula holds at all nearby points of the line
  have ev : (fun t : ℝ => partialD j (fun y => Real.log (euclidSq y)) (x + t • delta i))
      =ᶠ[𝓝 0] fun t => 2 * (x + t • delta i) j / euclidSq (x + t • delta i) := by
    filter_upwards [(hasDerivAt_euclidSq x i).continuousAt.eventually_ne hne] with t ht
    apply partialD_log
    intro h
    apply ht
    show euclidSq (x + t • delta i) = 0
    rw [h]
    simp [euclidSq]
  have hn : HasDerivAt (fun t : ℝ => 2 * (x + t • delta i) j) (2 * delta i j) 0 :=
    ((((hasDerivAt_id' (0 : ℝ)).mul_const (delta i j)).const_add (x j)).const_mul 2).congr_deriv
      (by ring)
  have h := (hn.fun_div (hasDerivAt_euclidSq x i) hne).deriv
  rw [zero_smul, add_zero] at h
  unfold partialD at ev ⊢
  rw [ev.deriv_eq, h]
  field_simp
  ring
```

Inserting this result and collecting terms gives

D_ij = (1 − (1−ξ)/2) δ_ij/x² + (1−ξ) x_i x_j/x⁴
= (1+ξ)/(2x²) δ_ij + (1−ξ) x_i x_j/x⁴.

Contraction uses Σ x_i δ_ij x_j = x² and Σ x_i x_i x_j x_j = x⁴:

Σ x_i D_ij x_j = (1+ξ)/2 + (1−ξ) = (3−ξ)/2.

In `contraction`, the auxiliary identity `q` performs these two sums for arbitrary coefficients.

At x = 0 the identity fails for ξ = 1: Lean gives the propagator some finite value there, so the left side is 0, while the right side is 1.

```lean
/-- The explicit propagator at `x ≠ 0`: a part along `δ_ij` and a part along `x_i x_j`. -/
theorem photonD_eq (ξ : ℝ) {x : Fin 4 → ℝ} (hx : x ≠ 0) (i j : Fin 4) :
    photonD ξ x i j = (1 + ξ) / (2 * euclidSq x) * delta i j
      + (1 - ξ) / euclidSq x ^ 2 * (x i * x j) := by
  have hs := (euclidSq_pos hx).ne'
  rw [photonD, partialD_partialD_log hx]
  field_simp
  ring

/-- Contracting the propagator on both sides with its own separation `x ≠ 0` gives the
constant `(3 - ξ) / 2`. -/
theorem contraction (ξ : ℝ) {x : Fin 4 → ℝ} (hx : x ≠ 0) :
    ∑ i, ∑ j, x i * photonD ξ x i j * x j = (3 - ξ) / 2 := by
  have hs := (euclidSq_pos hx).ne'
  have q (a b : ℝ) : ∑ i, ∑ j, x i * (a * delta i j + b * (x i * x j)) * x j
      = a * euclidSq x + b * euclidSq x ^ 2 := by
    simp [Fin.sum_univ_four, delta, euclidSq]
    ring
  simp only [photonD_eq ξ hx]
  rw [q]
  field_simp
  ring
```

## A worldline with a direction: p ≠ 0

If p = 0, the worldline is a single point of Euclidean spacetime. A charge at rest is different: its p points along the time axis.

For s ≠ t the separation (s−t)p is nonzero, so the contraction applies to it:

(s−t)² Σ p_i D_ij((s−t)p) p_j = (3−ξ)/2.

Dividing by (s−t)² gives the integrand of E. In `straight_kernel`, `smul_ne_zero` combines the two conditions s − t ≠ 0 and p ≠ 0.

With p = 0 the integrand is zero for every ξ, so E = 0 would no longer single out ξ = 3.

```lean
/-- Two distinct points of a straight worldline with direction `p ≠ 0` contribute
`(3 - ξ) / 2` times the inverse square of their parameter distance. -/
theorem straight_kernel (ξ : ℝ) {p : Fin 4 → ℝ} (hp : p ≠ 0) {s t : ℝ} (hst : s - t ≠ 0) :
    ∑ i, ∑ j, p i * photonD ξ (s • p - t • p) i j * p j
      = (3 - ξ) / 2 * ((s - t) ^ 2)⁻¹ := by
  rw [← sub_smul]
  have h := contraction ξ (smul_ne_zero hst hp)
  have h2 : ∑ i, ∑ j, ((s - t) • p) i * photonD ξ ((s - t) • p) i j * ((s - t) • p) j
      = (s - t) ^ 2 * ∑ i, ∑ j, p i * photonD ξ ((s - t) • p) i j * p j := by
    simp only [Finset.mul_sum, Pi.smul_apply, smul_eq_mul]
    exact Finset.sum_congr rfl fun i _ => Finset.sum_congr rfl fun j _ => by ring
  rw [← div_eq_mul_inv, eq_div_iff (pow_ne_zero 2 hst)]
  linarith
```

## A short-distance cutoff: 0 < ε ≤ T

The cutoff removes pairs of nearly coincident points, where the integrand grows like 1/(s−t)². The condition ε ≤ T means that the worldline is at least as long, in parameter, as the cutoff. The two integrals are

∫_0^{s−ε} dt/(s−t)² = 1/ε − 1/s,

∫_ε^T (1/ε − 1/s) ds = T/ε − 1 − ln(T/ε),

and therefore

E = ((3−ξ)/2) (T/ε − 1 − ln(T/ε)).

Lean applies the fundamental theorem of calculus twice, with antiderivatives (s−t)⁻¹ and s/ε − ln s, each times (3−ξ)/2. The hypotheses keep s − t ≥ ε and s ≥ ε, so both integrands are continuous on their closed intervals.

With ε = 0 and ξ ≠ 3, the inner integral diverges at t = s.

```lean
/-- For `p ≠ 0` and `0 < ε ≤ T` the exponent is `(3 - ξ) / 2 * (T / ε - 1 - ln (T / ε))`. -/
theorem softExponent_eq (ξ : ℝ) {p : Fin 4 → ℝ} (hp : p ≠ 0) {ε T : ℝ}
    (hε : 0 < ε) (hT : ε ≤ T) :
    softExponent ξ p ε T = (3 - ξ) / 2 * (T / ε - 1 - Real.log (T / ε)) := by
  -- integrate over the earlier point
  have inner_eq : ∀ s ∈ Set.uIcc ε T, (∫ t in (0 : ℝ)..(s - ε),
      ∑ i, ∑ j, p i * photonD ξ (s • p - t • p) i j * p j)
      = (3 - ξ) / 2 * (ε⁻¹ - s⁻¹) := by
    intro s hs
    rw [Set.uIcc_of_le hT] at hs
    have hne : ∀ t ∈ Set.uIcc 0 (s - ε), s - t ≠ 0 := by
      intro t ht
      rw [Set.uIcc_of_le (by linarith [hs.1])] at ht
      have := ht.2
      exact ne_of_gt (by linarith)
    rw [intervalIntegral.integral_congr (fun t ht => straight_kernel ξ hp (hne t ht)),
      intervalIntegral.integral_eq_sub_of_hasDerivAt
        (f := fun t => (3 - ξ) / 2 * (s - t)⁻¹)]
    · rw [sub_sub_cancel, sub_zero]
      ring
    · intro t ht
      exact ((((hasDerivAt_id' t).const_sub s).inv (hne t ht)).const_mul
        ((3 - ξ) / 2)).congr_deriv (by simp [div_eq_mul_inv])
    · exact (continuousOn_const.mul (ContinuousOn.inv₀ (by fun_prop)
        (fun t ht => pow_ne_zero 2 (hne t ht)))).intervalIntegrable
  have hne : ∀ s ∈ Set.uIcc ε T, s ≠ 0 := by
    intro s hs
    rw [Set.uIcc_of_le hT] at hs
    exact (hε.trans_le hs.1).ne'
  -- integrate over the later point
  rw [softExponent, intervalIntegral.integral_congr inner_eq,
    intervalIntegral.integral_eq_sub_of_hasDerivAt
      (f := fun s => (3 - ξ) / 2 * (s * ε⁻¹ - Real.log s))]
  · rw [Real.log_div (hε.trans_le hT).ne' hε.ne', mul_inv_cancel₀ hε.ne']
    ring
  · intro s hs
    exact ((((hasDerivAt_id' s).mul_const ε⁻¹).fun_sub
      (Real.hasDerivAt_log (hne s hs))).const_mul ((3 - ξ) / 2)).congr_deriv (by ring)
  · exact (continuousOn_const.mul (continuousOn_const.sub
      (ContinuousOn.inv₀ continuousOn_id hne))).intervalIntegrable
```

## A worldline longer than the cutoff: ε < T

The strict inequality ensures that some range of pairs contributes. Put u = T/ε > 1. The function u − 1 − ln u is zero at u = 1 and has derivative 1 − 1/u > 0 beyond it, so the bracket in E is positive. Hence E = 0 exactly when 3 − ξ = 0. Lean takes the inequality ln u < u − 1 from `Real.log_lt_sub_one_of_pos`, and `mul_eq_zero` splits the product.

At T = ε the outer integral has zero length and E = 0 in every gauge, so equality has to be excluded.

```lean
/-- For a straight worldline with `p ≠ 0` and any cutoff `0 < ε < T`, the soft-photon exponent
vanishes exactly at the Fried-Yennie value `ξ = 3`. -/
theorem softExponent_eq_zero_iff (ξ : ℝ) {p : Fin 4 → ℝ} (hp : p ≠ 0) {ε T : ℝ}
    (hε : 0 < ε) (hT : ε < T) : softExponent ξ p ε T = 0 ↔ ξ = 3 := by
  have h1 : 1 < T / ε := (one_lt_div hε).mpr hT
  -- the logarithm lies strictly below its tangent at one
  have h2 := Real.log_lt_sub_one_of_pos (by linarith : 0 < T / ε) h1.ne'
  have h3 : T / ε - 1 - Real.log (T / ε) ≠ 0 := ne_of_gt (by linarith)
  rw [softExponent_eq ξ hp hε hT.le, mul_eq_zero, or_iff_left h3]
  constructor <;> intro h <;> linarith

end

end FriedYennieWorldline
```

```lean
#print axioms FriedYennieWorldline.softExponent_eq_zero_iff
```

```
'FriedYennieWorldline.softExponent_eq_zero_iff' depends on axioms: [propext, Classical.choice, Quot.sound]
```

## From the prescribed line to the electron

The Fried–Yennie gauge is used in bound-state QED because it softens the infrared behaviour of the electron self-energy; the result above shows the corresponding cancellation for a classical charge on a prescribed straight line, without spin or recoil. The infrared part of E is the logarithm of T. The term T/ε is a mass shift, and it depends on ξ only because of the sharp cutoff: if the propagator is instead smoothed at short distances, with its gauge part still a second derivative, the term linear in T is the same for every ξ, while the logarithm still cancels at ξ = 3. The step left to physical argument is the replacement of the quantum electron by that line, which is the usual soft-photon approximation. Infrared finiteness of the full self-energy is a stronger statement and does not follow from this calculation.
